# Real symmetric muffin-tin matrices in LAPW from inversion symmetry and Hermitian atomic blocks

## Atoms, wave vectors and phases

Basis functions carry labels i, j in a type `ι`, and label i has the wave vector Gᵢ, which includes the Bloch vector. Atoms a form a finite type `A` and sit at positions t(a). Vectors have real components indexed by the finite type `d`, ⟨·,·⟩ is their dot product, and I is the imaginary unit.

```lean
import Mathlib

open Matrix

namespace LAPWInversion

noncomputable section

variable {ι A d : Type*} [Fintype A] [Fintype d]
```

Each atom contributes a complex block hₐ, with its structure phase taken out. The summed matrix is

M(i,j) = Σₐ exp(I θₐ) hₐ(i,j),  θₐ = ⟨Gⱼ − Gᵢ, t(a)⟩.

This is the form of the muffin-tin part of an LAPW Hamiltonian or overlap matrix. The interstitial part is not included, and the blocks are given, not computed from radial functions.

```lean
/-- The matrix obtained by summing atomic blocks `h a`, each multiplied by the structure phase
`exp(I⟨G j - G i, t a⟩)` of its atom, where `I` is the imaginary unit. -/
def atomSumMatrix (G : ι → d → ℝ) (t : A → d → ℝ) (h : A → Matrix ι ι ℂ) : Matrix ι ι ℂ :=
  Matrix.of fun i j =>
    ∑ a, Complex.exp ((((G j - G i) ⬝ᵥ t a : ℝ) : ℂ) * Complex.I) * h a i j
```

The candidate for its real form takes the real part of each term:

R(i,j) = Σₐ [cos θₐ Re hₐ(i,j) − sin θₐ Im hₐ(i,j)].

```lean
/-- The real matrix built from the atomic blocks with cosines and sines of the structure
phases. -/
def realAtomSumMatrix (G : ι → d → ℝ) (t : A → d → ℝ) (h : A → Matrix ι ι ℂ) :
    Matrix ι ι ℝ :=
  Matrix.of fun i j =>
    ∑ a, (Real.cos ((G j - G i) ⬝ᵥ t a) * (h a i j).re
      - Real.sin ((G j - G i) ⬝ᵥ t a) * (h a i j).im)
```

## Hermiticity at any atomic positions

For real θ, conjugation gives conj(exp(Iθ)) = exp(−Iθ). In Lean, `star` on a complex number is conjugation.

```lean
/-- Complex conjugation reverses the sign of a phase angle. -/
theorem star_phase (θ : ℝ) :
    star (Complex.exp ((θ : ℂ) * Complex.I)) = Complex.exp (((-θ : ℝ) : ℂ) * Complex.I) := by
  change (starRingEnd ℂ) (Complex.exp ((θ : ℂ) * Complex.I)) = _
  rw [← Complex.exp_conj, map_mul, Complex.conj_ofReal, Complex.conj_I, Complex.ofReal_neg,
    mul_neg, neg_mul]
```

Exchanging i and j also reverses the phase angle. If every block is Hermitian, then

conj(M(j,i)) = Σₐ exp(−I⟨Gᵢ − Gⱼ, t(a)⟩) conj(hₐ(j,i)) = Σₐ exp(Iθₐ) hₐ(i,j) = M(i,j).

The proof compares the two sums atom by atom, without using inversion.

```lean
/-- Hermitian atomic blocks give a Hermitian atom-summed matrix for any atomic positions. -/
theorem atomSumMatrix_isHermitian (G : ι → d → ℝ) (t : A → d → ℝ) (h : A → Matrix ι ι ℂ)
    (hh : ∀ a, (h a).IsHermitian) : (atomSumMatrix G t h).IsHermitian := by
  refine Matrix.IsHermitian.ext fun i j => ?_
  simp only [atomSumMatrix, Matrix.of_apply, star_sum]
  refine Finset.sum_congr rfl fun a _ => ?_
  rw [star_mul', (hh a).apply i j, star_phase, ← neg_dotProduct, neg_sub]
```

## Inversion makes every entry real

Inversion about the origin is an involution p on the atoms. In a crystal, t(p(a)) + t(a) may be a lattice vector instead of zero. Since Gⱼ − Gᵢ is a reciprocal lattice vector, hypothesis `ht` asks for

θ_{p(a)} = −θₐ + 2πm, with m an integer.

Hypothesis `hc` says h_{p(a)}(i,j) = conj(hₐ(i,j)). It stands for a real, inversion-symmetric Hamiltonian and augmented functions that inversion turns into their complex conjugates; here it is assumed. Then

conj(M(i,j)) = Σₐ exp(−Iθₐ) conj(hₐ(i,j))
 = Σₐ exp(Iθ_{p(a)}) h_{p(a)}(i,j)
 = M(i,j).

The last equality relabels the atoms, which `hp.bijective.sum_comp` does in the proof; `hper` removes the multiple of 2π. A number equal to its conjugate equals its real part, and the real part of M(i,j) is R(i,j). The map `Complex.ofReal` embeds R in the complex matrices.

```lean
/-- If an involution of the atoms reverses the structure phase angles up to multiples of 2π and
conjugates the atomic blocks, the atom-summed matrix equals the real cosine-sine matrix. -/
theorem atomSumMatrix_eq_real (G : ι → d → ℝ) (t : A → d → ℝ) (h : A → Matrix ι ι ℂ)
    (p : A → A) (hp : Function.Involutive p)
    (ht : ∀ a i j, ∃ m : ℤ, (G j - G i) ⬝ᵥ (t (p a) + t a) = 2 * Real.pi * m)
    (hc : ∀ a i j, h (p a) i j = star (h a i j)) :
    atomSumMatrix G t h = (realAtomSumMatrix G t h).map Complex.ofReal := by
  ext i j
  -- conjugating an entry amounts to relabelling the atoms by inversion
  have hstar : star (atomSumMatrix G t h i j) = atomSumMatrix G t h i j := by
    simp only [atomSumMatrix, Matrix.of_apply, star_sum]
    refine Eq.trans ?_ (hp.bijective.sum_comp fun a =>
      Complex.exp ((((G j - G i) ⬝ᵥ t a : ℝ) : ℂ) * Complex.I) * h a i j)
    refine Finset.sum_congr rfl fun a _ => ?_
    rw [star_mul', star_phase, hc]
    congr 1
    obtain ⟨m, hm⟩ := ht a i j
    rw [dotProduct_add] at hm
    have hx : (G j - G i) ⬝ᵥ t (p a) = -((G j - G i) ⬝ᵥ t a) + 2 * Real.pi * m := by
      linarith
    -- phase angles that differ by a multiple of 2π give the same phase factor
    have hper : ∀ x y : ℝ, x = y + 2 * Real.pi * m →
        Complex.exp ((y : ℂ) * Complex.I) = Complex.exp ((x : ℂ) * Complex.I) := by
      intro x y hxy
      symm
      rw [hxy, Complex.exp_eq_exp_iff_exists_int]
      exact ⟨m, by push_cast; ring⟩
    exact hper _ _ hx
  have hre : (atomSumMatrix G t h i j).re = realAtomSumMatrix G t h i j := by
    simp only [atomSumMatrix, realAtomSumMatrix, Matrix.of_apply, Complex.re_sum,
      Complex.mul_re, Complex.exp_ofReal_mul_I_re, Complex.exp_ofReal_mul_I_im]
  rw [Matrix.map_apply, ← hre]
  exact (Complex.conj_eq_iff_re.mp hstar).symm
```

Adding Hermiticity gives R(j,i) = R(i,j), because conjugation leaves real entries unchanged. The theorem states both facts: M equals R, and R is symmetric.

```lean
/-- If an involution of the atoms reverses the structure phase angles up to multiples of 2π and
conjugates the Hermitian atomic blocks, the atom-summed matrix is real and symmetric. -/
theorem atomSumMatrix_real_symmetric (G : ι → d → ℝ) (t : A → d → ℝ) (h : A → Matrix ι ι ℂ)
    (p : A → A) (hp : Function.Involutive p)
    (ht : ∀ a i j, ∃ m : ℤ, (G j - G i) ⬝ᵥ (t (p a) + t a) = 2 * Real.pi * m)
    (hh : ∀ a, (h a).IsHermitian) (hc : ∀ a i j, h (p a) i j = star (h a i j)) :
    atomSumMatrix G t h = (realAtomSumMatrix G t h).map Complex.ofReal ∧
      (realAtomSumMatrix G t h).IsSymm := by
  have hM := atomSumMatrix_eq_real G t h p hp ht hc
  refine ⟨hM, Matrix.IsSymm.ext fun i j => ?_⟩
  -- a Hermitian matrix with real entries is symmetric
  have hs := (atomSumMatrix_isHermitian G t h hh).apply i j
  rw [hM] at hs
  exact congrArg Complex.re hs
```

If t(p(a)) = −t(a) exactly, the integer m is zero.

```lean
/-- If inversion sends each atomic position to its negative and conjugates the Hermitian atomic
blocks, the atom-summed matrix is real and symmetric. -/
theorem atomSumMatrix_real_symmetric_of_neg (G : ι → d → ℝ) (t : A → d → ℝ)
    (h : A → Matrix ι ι ℂ) (p : A → A) (hp : Function.Involutive p)
    (ht : ∀ a, t (p a) = -t a)
    (hh : ∀ a, (h a).IsHermitian) (hc : ∀ a i j, h (p a) i j = star (h a i j)) :
    atomSumMatrix G t h = (realAtomSumMatrix G t h).map Complex.ofReal ∧
      (realAtomSumMatrix G t h).IsSymm := by
  refine atomSumMatrix_real_symmetric G t h p hp (fun a i j => ⟨0, ?_⟩) hh hc
  rw [ht, neg_add_cancel, dotProduct_zero]
  simp
```

## Real eigenvectors

Let H and S be real matrices, E a real energy and c = x + Iy a nonzero complex solution of Hc = E Sc. Separating real and imaginary parts gives

Hx = E Sx,  Hy = E Sy.

At least one of x and y is nonzero. The proof takes x unless it vanishes, and then takes y.

```lean
/-- A real generalized eigenproblem with a nonzero complex solution at real energy `E` has a
nonzero real solution at the same energy. -/
theorem exists_real_eigenvector [Fintype ι] (H S : Matrix ι ι ℝ) (E : ℝ) (c : ι → ℂ)
    (hc : c ≠ 0)
    (h : H.map Complex.ofReal *ᵥ c = (E : ℂ) • (S.map Complex.ofReal *ᵥ c)) :
    ∃ x : ι → ℝ, x ≠ 0 ∧ H *ᵥ x = E • (S *ᵥ x) := by
  have hre : ∀ (B : Matrix ι ι ℝ) (i : ι),
      ((B.map Complex.ofReal *ᵥ c) i).re = (B *ᵥ fun k => (c k).re) i := by
    intro B i
    simp [Matrix.mulVec, dotProduct]
  have him : ∀ (B : Matrix ι ι ℝ) (i : ι),
      ((B.map Complex.ofReal *ᵥ c) i).im = (B *ᵥ fun k => (c k).im) i := by
    intro B i
    simp [Matrix.mulVec, dotProduct]
  by_cases hx : (fun k => (c k).re) = 0
  · -- the real part vanishes, so the imaginary part does not
    refine ⟨fun k => (c k).im, fun hy => hc ?_, ?_⟩
    · funext k
      exact Complex.ext (congrFun hx k) (congrFun hy k)
    · funext i
      have hi := congrArg Complex.im (congrFun h i)
      rw [Pi.smul_apply, smul_eq_mul, Complex.im_ofReal_mul, him, him] at hi
      exact hi
  · refine ⟨fun k => (c k).re, hx, ?_⟩
    funext i
    have hi := congrArg Complex.re (congrFun h i)
    rw [Pi.smul_apply, smul_eq_mul, Complex.re_ofReal_mul, hre, hre] at hi
    exact hi
```

For a finite basis, this applies to Hamiltonian and overlap matrices of the summed form whose atoms and blocks meet the two inversion hypotheses above. These are the muffin-tin parts alone, so E in the theorem below is not yet a band energy. The energy is assumed real; neither Hermitian blocks nor a positive definite overlap is needed for this step. If the interstitial parts of both matrices are real as well, so are the full LAPW matrices. When these are also symmetric and the overlap is positive definite, the whole eigenproblem can be solved in real arithmetic.

```lean
/-- For atom-summed Hamiltonian and overlap matrices with inversion symmetry, a nonzero complex
solution at real energy `E` implies a nonzero real solution at that energy. -/
theorem exists_real_lapw_coefficients [Fintype ι] (G : ι → d → ℝ) (t : A → d → ℝ)
    (h s : A → Matrix ι ι ℂ) (p : A → A) (hp : Function.Involutive p)
    (ht : ∀ a i j, ∃ m : ℤ, (G j - G i) ⬝ᵥ (t (p a) + t a) = 2 * Real.pi * m)
    (hh : ∀ a i j, h (p a) i j = star (h a i j))
    (hs : ∀ a i j, s (p a) i j = star (s a i j))
    (E : ℝ) (c : ι → ℂ) (hc : c ≠ 0)
    (heig : atomSumMatrix G t h *ᵥ c = (E : ℂ) • (atomSumMatrix G t s *ᵥ c)) :
    ∃ x : ι → ℝ, x ≠ 0 ∧
      realAtomSumMatrix G t h *ᵥ x = E • (realAtomSumMatrix G t s *ᵥ x) := by
  rw [atomSumMatrix_eq_real G t h p hp ht hh, atomSumMatrix_eq_real G t s p hp ht hs] at heig
  exact exists_real_eigenvector _ _ E c hc heig
```

## One atom and a pair

With one atom, p is the identity. The strict condition then puts the atom at the origin, and conjugation symmetry makes its block real, so M is just that block. Away from the origin, reality can fail. If all block entries are 1 and θ = π/2, the entry is exp(Iπ/2) = I. The block is Hermitian and real, but 2θ = π is not a multiple of 2π, so `ht` fails.

```lean
/-- For a single atom with all block entries equal to one, an entry whose structure phase angle
is `π/2` equals the imaginary unit. -/
theorem single_atom_entry_eq_I (G : ι → d → ℝ) (τ : d → ℝ) (i j : ι)
    (hq : (G j - G i) ⬝ᵥ τ = Real.pi / 2) :
    atomSumMatrix G (fun _ : Unit => τ) (fun _ => Matrix.of fun _ _ => 1) i j = Complex.I := by
  simp only [atomSumMatrix, Matrix.of_apply, Finset.univ_unique, Finset.sum_singleton]
  rw [hq, mul_one, Complex.exp_mul_I, ← Complex.ofReal_cos, ← Complex.ofReal_sin,
    Real.cos_pi_div_two, Real.sin_pi_div_two]
  simp
```

For a pair, place the atoms at 1 and −1 on a line.

```lean
/-- Positions of two atoms on a line, at `1` and `-1`. -/
def pairPosition : Bool → Fin 1 → ℝ
  | true => fun _ => 1
  | false => fun _ => -1
```

Their blocks have diagonal entries 2 and off-diagonal entries ±I.

```lean
/-- Two complex atomic blocks, one for each atom of the pair. -/
def pairBlock : Bool → Matrix (Fin 2) (Fin 2) ℂ
  | true => !![2, Complex.I; -Complex.I, 2]
  | false => !![2, -Complex.I; Complex.I, 2]
```

Take G₀ = 0 and G₁ = π/2. The diagonal entries of M are 2 + 2 = 4, and the others are

M(0,1) = exp(Iπ/2)·I + exp(−Iπ/2)·(−I) = −1 − 1 = −2,
M(1,0) = exp(−Iπ/2)·(−I) + exp(Iπ/2)·I = −1 − 1 = −2.

Two complex blocks thus add up to a real symmetric matrix. The theorem below checks the strict hypotheses for this pair, by going through the atoms and the matrix entries; they do not depend on the choice of G.

```lean
/-- Exchange of the two atoms is an involution that negates their positions and conjugates their
Hermitian blocks. -/
theorem inversion_pair_witness :
    Function.Involutive Bool.not ∧
      (∀ a, pairPosition (Bool.not a) = -pairPosition a) ∧
      (∀ a, (pairBlock a).IsHermitian) ∧
      (∀ a i j, pairBlock (Bool.not a) i j = star (pairBlock a i j)) := by
  refine ⟨Bool.not_not, fun a => ?_, fun a => Matrix.IsHermitian.ext fun i j => ?_,
    fun a i j => ?_⟩
  · cases a <;> ext k <;> simp [pairPosition]
  · cases a <;> fin_cases i <;> fin_cases j <;> simp [pairBlock]
  · cases a <;> fin_cases i <;> fin_cases j <;> simp [pairBlock]

end

end LAPWInversion
```

```lean
#print axioms LAPWInversion.atomSumMatrix_real_symmetric_of_neg
#print axioms LAPWInversion.exists_real_lapw_coefficients
#print axioms LAPWInversion.single_atom_entry_eq_I
```

```
'LAPWInversion.atomSumMatrix_real_symmetric_of_neg' depends on axioms: [propext, Classical.choice, Quot.sound]
'LAPWInversion.exists_real_lapw_coefficients' depends on axioms: [propext, Classical.choice, Quot.sound]
'LAPWInversion.single_atom_entry_eq_I' depends on axioms: [propext, Classical.choice, Quot.sound]
```
